# Every k-particle density-matrix element of a Slater determinant is a determinant of one-particle elements

A Slater determinant can be built by applying creators to a vacuum, or it can be characterised by the operators that annihilate it. I would like to use the second description: \(\Phi\) is a unit vector killed by the annihilators of the virtual orbitals and by the creators of the occupied ones, for some orthonormal orbital basis. With \(a_p^\dagger, a_p\) the creator and annihilator of mode \(p\), and \(\gamma(q,p)=\langle\Phi,a_p^\dagger a_q\Phi\rangle\), Hartree–Fock theory says that all elements of the higher density matrices are determinants of elements of \(\gamma\), so that the two-particle cumulant is zero. Can this be derived from the annihilation conditions alone, for every particle rank, and checked by machine?

## Moving the occupied part of a creator to the right

Yes, for finitely many modes. Let the columns of a unitary \(U\) be the orbitals, with

\[ b_i=\sum_p \overline{U_{pi}}\,a_p,\qquad b_i^\dagger=\sum_p U_{pi}\,a_p^\dagger , \]

and let \(O\) be the occupied set. Then \(b_i\Phi=0\) for \(i\notin O\) and \(b_i^\dagger\Phi=0\) for \(i\in O\). The modes are orthonormal and fermionic, so \(a_pa_q+a_qa_p=0\) and \(a_pa_q^\dagger+a_q^\dagger a_p=\delta_{pq}\). Taking adjoints of the first relation shows that creators anticommute.

Since \(UU^\dagger=1\), we have \(a_p^\dagger=\sum_i\overline{U_{pi}}\,b_i^\dagger\). Virtual terms vanish next to the bra, because \(\langle\Phi,b_i^\dagger x\rangle=\langle b_i\Phi,x\rangle=0\). Define the occupied part and the projector kernel by

\[ C_p=\sum_{i\in O}\overline{U_{pi}}\,b_i^\dagger=\sum_r P(r,p)\,a_r^\dagger,\qquad P(q,p)=\sum_{i\in O}U_{qi}\overline{U_{pi}} . \]

Three facts follow:

- \(\langle\Phi,a_p^\dagger x\rangle=\langle\Phi,C_px\rangle\) for every \(x\), and \(C_p\Phi=0\).
- \(C_p\) anticommutes with every creator.
- \(C_pa_q+a_qC_p=P(q,p)\), a number.

Hence

\[ \gamma(q,p)=\langle\Phi,C_pa_q\Phi\rangle=P(q,p)\langle\Phi,\Phi\rangle-\langle\Phi,a_qC_p\Phi\rangle=P(q,p). \]

Number the pairs from 0 and write

\[ D_k(p,q)=\langle\Phi,a_{p_0}^\dagger\cdots a_{p_{k-1}}^\dagger a_{q_{k-1}}\cdots a_{q_0}\Phi\rangle . \]

In \(D_{k+1}\), replace the leftmost creator by \(C_{p_0}\). Passing the other \(k\) creators gives \((-1)^k\). To reach \(a_{q_j}\) it passes \(k-j\) annihilators, so that contraction carries \((-1)^{k-j}\gamma(q_j,p_0)\). The term in which \(C_{p_0}\) reaches \(\Phi\) is zero. The signs combine to \((-1)^j\):

\[ D_{k+1}(p,q)=\sum_{j=0}^{k}(-1)^j\,\gamma(q_j,p_0)\,D_k(p\text{ without }p_0,\;q\text{ without }q_j). \]

This is the Laplace expansion of \(\det[\gamma(q_i,p_j)]\) along its first column. The smallest case is \(k=0\), where \(\langle\Phi,\Phi\rangle=1\) equals the determinant of the empty matrix, and induction gives every \(k\). For two pairs, labelled 1 and 2,

\[ \langle\Phi,a_{p_1}^\dagger a_{p_2}^\dagger a_{q_2}a_{q_1}\Phi\rangle=\gamma(q_1,p_1)\gamma(q_2,p_2)-\gamma(q_1,p_2)\gamma(q_2,p_1), \]

which is the direct term minus the exchange term. The two-particle cumulant is the pair element minus this difference, so it vanishes.

## One particle in the orbital (3/5, 4/5)

Take two modes, 0 and 1, and \(\Phi=\tfrac35|10\rangle+\tfrac45|01\rangle\). Then

\[ \gamma=\frac1{25}\begin{pmatrix}9&12\\12&16\end{pmatrix}. \]

The pair element with \(p=q=(0,1)\) is \(\frac{9\cdot16-12\cdot12}{625}=0\), as it must be, since two annihilators destroy a one-particle state.

## What the Lean theorem says

The finite type `ι` labels the modes, which in electronic structure are orthonormal spin orbitals. `H` is a complex inner product space, with neither completeness nor finite dimension assumed. `IsCAR a c` says that `c p` is the adjoint of `a p` and that the canonical anticommutation relations hold; they stand for Fermi statistics in an orthonormal basis. `IsDeterminant a c U O Φ` collects the unitarity of `U`, the norm of `Φ` and the two annihilation conditions.

Under these two hypotheses, `kRDM_eq_det` states the determinant formula for every `k` and all index lists `p q : Fin k → ι`, repeated indices included. The matrix has `γ(q_i, p_j)` in row `i` and column `j`, and `kRDM` carries no factor \(1/k!\). `pairCumulant_eq_zero` is the statement for two particles.

The existence of `Φ` is assumed in the general theorems; `determinant_witness` shows that the example above meets every hypothesis. No Hamiltonian or self-consistency condition enters, and infinitely many modes are not covered. The result is the case of Wick's theorem with all creators to the left of equally many annihilators; other operator orders are not treated.

For a single determinant in a finite orbital basis, the two-particle formula turns the energy expectation value of a Hamiltonian with one- and two-body terms into the Hartree–Fock expression, an explicit function of \(\gamma\) and the Hamiltonian's matrix elements.

```lean
import Mathlib

open Matrix

namespace DeterminantDensityMatrices

noncomputable section

variable {ι H : Type*} [Fintype ι] [DecidableEq ι]
  [NormedAddCommGroup H] [InnerProductSpace ℂ H]

/-- Fermionic modes: `c p` is the adjoint of `a p`, and the canonical anticommutation
relations hold. -/
structure IsCAR (a c : ι → Module.End ℂ H) : Prop where
  adj : ∀ p x y, inner ℂ (a p x) y = inner ℂ x (c p y)
  anti : ∀ p q, a p * a q + a q * a p = 0
  car : ∀ p q, a p * c q + c q * a p = if p = q then 1 else 0

/-- Annihilator of the rotated orbital given by column `i` of `U`. -/
def rotAnn (U : Matrix ι ι ℂ) (a : ι → Module.End ℂ H) (i : ι) : Module.End ℂ H :=
  ∑ p, star (U p i) • a p

/-- Creator of the rotated orbital given by column `i` of `U`. -/
def rotCre (U : Matrix ι ι ℂ) (c : ι → Module.End ℂ H) (i : ι) : Module.End ℂ H :=
  ∑ p, U p i • c p

/-- `Φ` is a unit vector annihilated by the virtual annihilators and the occupied creators
of the orbital basis `U`, with occupied set `O`. -/
structure IsDeterminant (a c : ι → Module.End ℂ H) (U : Matrix ι ι ℂ) (O : Finset ι)
    (Φ : H) : Prop where
  unitary : U ∈ Matrix.unitaryGroup ι ℂ
  norm : ‖Φ‖ = 1
  virt : ∀ i, i ∉ O → rotAnn U a i Φ = 0
  occ : ∀ i ∈ O, rotCre U c i Φ = 0

/-- One-particle density matrix `γ(q,p) = ⟨Φ, a_p† a_q Φ⟩`. -/
def oneRDM (a c : ι → Module.End ℂ H) (Φ : H) (q p : ι) : ℂ := inner ℂ Φ (c p (a q Φ))

/-- The string `a_p1† ... a_pk†`. -/
def creString (c : ι → Module.End ℂ H) {k : ℕ} (p : Fin k → ι) : Module.End ℂ H :=
  (List.ofFn fun i => c (p i)).prod

/-- The string `a_qk ... a_q1`. -/
def annString (a : ι → Module.End ℂ H) {k : ℕ} (q : Fin k → ι) : Module.End ℂ H :=
  (List.ofFn fun i => a (q i)).reverse.prod

/-- The `k`-particle element `⟨Φ, a_p1† ... a_pk† a_qk ... a_q1 Φ⟩`. -/
def kRDM (a c : ι → Module.End ℂ H) (Φ : H) {k : ℕ} (p q : Fin k → ι) : ℂ :=
  inner ℂ Φ ((creString c p * annString a q) Φ)

/-- Kernel of the projector onto the occupied orbitals. -/
def occProj (U : Matrix ι ι ℂ) (O : Finset ι) (q p : ι) : ℂ :=
  ∑ i ∈ O, U q i * star (U p i)

/-- The occupied part of the creator of mode `p`. -/
def occCre (U : Matrix ι ι ℂ) (O : Finset ι) (c : ι → Module.End ℂ H) (p : ι) :
    Module.End ℂ H := ∑ r, occProj U O r p • c r

variable {a c : ι → Module.End ℂ H} {U : Matrix ι ι ℂ} {O : Finset ι} {Φ : H}

omit [Fintype ι] in
/-- Creators anticommute with each other. -/
theorem creation_anticomm (h : IsCAR a c) (p q : ι) : c p * c q + c q * c p = 0 := by
  refine LinearMap.ext fun x => ext_inner_left ℂ fun y => ?_
  have e := congrArg (fun T : Module.End ℂ H => inner ℂ (T y) x) (h.anti q p)
  simp only [LinearMap.add_apply, Module.End.mul_apply, LinearMap.zero_apply,
    inner_add_left, inner_zero_left] at e
  simp only [LinearMap.add_apply, Module.End.mul_apply, LinearMap.zero_apply,
    inner_add_right, inner_zero_right, ← h.adj]
  exact e

omit [DecidableEq ι] in
/-- The occupied part of a creator is a combination of occupied rotated creators. -/
theorem occCre_eq (p : ι) : occCre U O c p = ∑ i ∈ O, star (U p i) • rotCre U c i := by
  simp only [occCre, occProj, rotCre, Finset.smul_sum, smul_smul, Finset.sum_smul]
  rw [Finset.sum_comm]
  exact Finset.sum_congr rfl fun i _ => Finset.sum_congr rfl fun r _ => by rw [mul_comm]

/-- Next to the bra `Φ`, a creator may be replaced by its occupied part. -/
theorem bra_creation (h : IsCAR a c) (hΦ : IsDeterminant a c U O Φ) (p : ι) (x : H) :
    inner ℂ Φ (c p x) = inner ℂ Φ (occCre U O c p x) := by
  -- with every orbital occupied, the occupied part is the whole creator
  have full : c p = occCre U Finset.univ c p := by
    have hU : ∀ r, occProj U Finset.univ r p = if r = p then 1 else 0 := fun r => by
      have e := congrArg (fun M : Matrix ι ι ℂ => M r p)
        (Matrix.mem_unitaryGroup_iff.mp hΦ.unitary)
      simpa only [occProj, Matrix.mul_apply, Matrix.star_apply, Matrix.one_apply] using e
    simp [occCre, hU]
  have virtual : ∀ i, i ∉ O → inner ℂ Φ (rotCre U c i x) = 0 := fun i hi => by
    have e : inner ℂ (rotAnn U a i Φ) x = inner ℂ Φ (rotCre U c i x) := by
      simp only [rotAnn, rotCre, LinearMap.sum_apply, LinearMap.smul_apply, sum_inner,
        inner_sum, inner_smul_left, inner_smul_right, h.adj, starRingEnd_apply, star_star]
    rw [← e, hΦ.virt i hi, inner_zero_left]
  rw [full, occCre_eq, occCre_eq]
  simp only [LinearMap.sum_apply, LinearMap.smul_apply, inner_sum, inner_smul_right]
  exact (Finset.sum_subset (Finset.subset_univ O) fun i _ hi => by
    rw [virtual i hi, mul_zero]).symm

/-- The occupied part of every creator annihilates the determinant. -/
theorem occCre_apply (hΦ : IsDeterminant a c U O Φ) (p : ι) : occCre U O c p Φ = 0 := by
  rw [occCre_eq, LinearMap.sum_apply]
  exact Finset.sum_eq_zero fun i hi => by rw [LinearMap.smul_apply, hΦ.occ i hi, smul_zero]

/-- The occupied part of a creator has a scalar anticommutator with each annihilator. -/
theorem occCre_ann (h : IsCAR a c) (p q : ι) :
    occCre U O c p * a q + a q * occCre U O c p = occProj U O q p • 1 := by
  have e : ∀ r, c r * a q + a q * c r = if q = r then 1 else 0 := fun r => by
    rw [add_comm]; exact h.car q r
  simp only [occCre, Finset.sum_mul, Finset.mul_sum, smul_mul_assoc, mul_smul_comm,
    ← Finset.sum_add_distrib, ← smul_add, e]
  simp

/-- The one-particle density matrix is the projector onto the occupied orbitals. -/
theorem oneRDM_eq (h : IsCAR a c) (hΦ : IsDeterminant a c U O Φ) (q p : ι) :
    oneRDM a c Φ q p = occProj U O q p := by
  have z : occCre U O c p Φ = 0 := occCre_apply hΦ p
  have e := LinearMap.congr_fun (occCre_ann (U := U) (O := O) h p q) Φ
  simp only [LinearMap.add_apply, Module.End.mul_apply, LinearMap.smul_apply,
    Module.End.one_apply, z, map_zero, add_zero] at e
  rw [oneRDM, bra_creation h hΦ, e, inner_smul_right, inner_self_eq_norm_sq_to_K, hΦ.norm]
  simp

omit [Fintype ι] [DecidableEq ι] in
/-- Moving `C` rightwards through annihilators leaves one signed contraction for each. -/
theorem annString_sweep (C : Module.End ℂ H) (g : ι → ℂ)
    (hC : ∀ q, C * a q + a q * C = g q • 1) (k : ℕ) (q : Fin (k + 1) → ι) :
    C * annString a q = (-1 : ℂ) ^ (k + 1) • (annString a q * C) +
      ∑ j : Fin (k + 1), ((-1 : ℂ) ^ (k + (j : ℕ)) * g (q j)) •
        annString a (fun i => q (j.succAbove i)) := by
  have split : ∀ {m : ℕ} (s : Fin (m + 1) → ι),
      annString a s = annString a (fun i => s i.succ) * a (s 0) := fun s => by
    simp only [annString, List.ofFn_succ, List.reverse_cons, List.prod_append,
      List.prod_singleton]
  have e : C * a (q 0) = g (q 0) • 1 - a (q 0) * C := eq_sub_of_add_eq (hC _)
  induction k with
  | zero =>
    have one : ∀ s : Fin 0 → ι, annString a s = 1 := fun s => by simp [annString]
    rw [split q, Fin.sum_univ_succ, Fin.sum_univ_zero]
    simp only [one, one_mul, e, Fin.val_zero]
    module
  | succ k ih =>
    have ih' := ih (fun i => q i.succ) (eq_sub_of_add_eq (hC _))
    beta_reduce at ih'
    -- contractions beyond the first annihilator keep that annihilator on the right
    have tail : ∑ j : Fin (k + 1), ((-1 : ℂ) ^ (k + 1 + (j.succ : ℕ)) * g (q j.succ)) •
        annString a (fun i => q (j.succ.succAbove i)) =
        (∑ j : Fin (k + 1), ((-1 : ℂ) ^ (k + (j : ℕ)) * g (q j.succ)) •
          annString a (fun i => q (j.succAbove i).succ)) * a (q 0) := by
      rw [Finset.sum_mul]
      refine Finset.sum_congr rfl fun j _ => ?_
      rw [split (fun i => q (j.succ.succAbove i)), smul_mul_assoc]
      simp only [Fin.succ_succAbove_zero, Fin.succ_succAbove_succ, Fin.val_succ]
      congr 1
      ring
    rw [Fin.sum_univ_succ, tail, split q, ← mul_assoc, ih', add_mul, smul_mul_assoc,
      mul_assoc _ C (a (q 0)), e, mul_sub, mul_smul_comm, mul_one, ← mul_assoc]
    simp only [Fin.zero_succAbove, Fin.val_zero]
    module

/-- Every `k`-particle density-matrix element of a determinant is the determinant of
one-particle elements `γ(q_i, p_j)`. -/
theorem kRDM_eq_det (h : IsCAR a c) (hΦ : IsDeterminant a c U O Φ) {k : ℕ}
    (p q : Fin k → ι) :
    kRDM a c Φ p q = Matrix.det (Matrix.of fun i j => oneRDM a c Φ (q i) (p j)) := by
  induction k with
  | zero => simp [kRDM, creString, annString, inner_self_eq_norm_sq_to_K, hΦ.norm]
  | succ k ih =>
    set C := occCre U O c (p 0) with hCdef
    have anti : ∀ r, C * c r = -(c r * C) := fun r => by
      apply eq_neg_of_add_eq_zero_left
      simp only [hCdef, occCre, Finset.sum_mul, Finset.mul_sum, smul_mul_assoc,
        mul_smul_comm, ← Finset.sum_add_distrib, ← smul_add, creation_anticomm h,
        smul_zero, Finset.sum_const_zero]
    have split : ∀ {m : ℕ} (s : Fin (m + 1) → ι),
        creString c s = c (s 0) * creString c (fun i => s i.succ) := fun s => by
      simp only [creString, List.ofFn_succ, List.prod_cons]
    -- move `C` through the remaining creators
    have sweep : ∀ (m : ℕ) (s : Fin m → ι),
        C * creString c s = (-1 : ℂ) ^ m • (creString c s * C) := fun m => by
      induction m with
      | zero => intro s; simp [creString]
      | succ m ihm =>
        intro s
        rw [split s, ← mul_assoc, anti, neg_mul, mul_assoc, ihm, mul_smul_comm,
          ← mul_assoc, pow_succ]
        module
    have h1 := LinearMap.congr_fun (sweep k fun i => p i.succ) (annString a q Φ)
    have h2 := LinearMap.congr_fun
      (annString_sweep C (fun r => occProj U O r (p 0)) (occCre_ann h (p 0)) k q) Φ
    have hC0 : C Φ = 0 := occCre_apply hΦ (p 0)
    simp only [Module.End.mul_apply, LinearMap.smul_apply] at h1
    simp only [Module.End.mul_apply, LinearMap.add_apply, LinearMap.smul_apply,
      LinearMap.sum_apply, hC0, map_zero, smul_zero, zero_add] at h2
    have sq : (-1 : ℂ) ^ k * (-1) ^ k = 1 := by rw [← mul_pow]; norm_num
    -- the contractions form the Laplace expansion along the first column
    rw [Matrix.det_succ_column_zero, kRDM, split p, Module.End.mul_apply,
      Module.End.mul_apply, bra_creation h hΦ, ← hCdef, h1, h2, map_sum, Finset.smul_sum,
      inner_sum]
    refine Finset.sum_congr rfl fun j _ => ?_
    have hj := ih (fun i => p i.succ) (fun i => q (j.succAbove i))
    rw [kRDM, Module.End.mul_apply] at hj
    rw [map_smul, inner_smul_right, inner_smul_right, hj, ← oneRDM_eq h hΦ, pow_add]
    change _ = (-1 : ℂ) ^ (j : ℕ) * oneRDM a c Φ (q j) (p 0) *
      Matrix.det (Matrix.of fun i l => oneRDM a c Φ (q (j.succAbove i)) (p l.succ))
    linear_combination ((-1 : ℂ) ^ (j : ℕ) * oneRDM a c Φ (q j) (p 0) *
      Matrix.det (Matrix.of fun i l =>
        oneRDM a c Φ (q (j.succAbove i)) (p l.succ))) * sq

/-- Two-particle cumulant: the pair density-matrix element minus the difference (direct term −
exchange term). -/
def pairCumulant (a c : ι → Module.End ℂ H) (Φ : H) (p₁ p₂ q₁ q₂ : ι) : ℂ :=
  inner ℂ Φ (c p₁ (c p₂ (a q₂ (a q₁ Φ)))) -
    (oneRDM a c Φ q₁ p₁ * oneRDM a c Φ q₂ p₂ - oneRDM a c Φ q₁ p₂ * oneRDM a c Φ q₂ p₁)

/-- The two-particle cumulant of a determinant vanishes. -/
theorem pairCumulant_eq_zero (h : IsCAR a c) (hΦ : IsDeterminant a c U O Φ)
    (p₁ p₂ q₁ q₂ : ι) : pairCumulant a c Φ p₁ p₂ q₁ q₂ = 0 := by
  have e := kRDM_eq_det h hΦ ![p₁, p₂] ![q₁, q₂]
  simp [kRDM, creString, annString, List.ofFn_succ, Matrix.det_fin_two] at e
  rw [pairCumulant, e, sub_self]

/-- The operator on `ℂ⁴` with matrix `M`. -/
def matOp (M : Matrix (Fin 4) (Fin 4) ℂ) : Module.End ℂ (EuclideanSpace ℂ (Fin 4)) where
  toFun x := WithLp.toLp 2 (M *ᵥ x.ofLp)
  map_add' x y := by simp [Matrix.mulVec_add]
  map_smul' r x := by simp [Matrix.mulVec_smul]

/-- Matrices of two annihilators in the basis `|00⟩, |10⟩, |01⟩, |11⟩`. -/
def twoModes : Fin 2 → Matrix (Fin 4) (Fin 4) ℂ :=
  ![!![0, 1, 0, 0; 0, 0, 0, 0; 0, 0, 0, 1; 0, 0, 0, 0],
    !![0, 0, 1, 0; 0, 0, 0, -1; 0, 0, 0, 0; 0, 0, 0, 0]]

/-- Two modes with one particle in the orbital `(3/5, 4/5)` satisfy all the hypotheses. -/
theorem determinant_witness :
    IsCAR (fun p => matOp (twoModes p)) (fun p => matOp (twoModes p)ᵀ) ∧
    IsDeterminant (fun p => matOp (twoModes p)) (fun p => matOp (twoModes p)ᵀ)
      !![3/5, -4/5; 4/5, 3/5] {0} !₂[0, 3/5, 4/5, 0] := by
  have c3 : (starRingEnd ℂ) 3 = 3 := Complex.conj_eq_iff_im.mpr (by simp)
  have c4 : (starRingEnd ℂ) 4 = 4 := Complex.conj_eq_iff_im.mpr (by simp)
  have c5 : (starRingEnd ℂ) 5 = 5 := Complex.conj_eq_iff_im.mpr (by simp)
  refine ⟨⟨fun p x y => ?_, fun p q => ?_, fun p q => ?_⟩, ⟨?_, ?_, fun i hi => ?_,
    fun i hi => ?_⟩⟩
  · fin_cases p <;> simp [matOp, twoModes, PiLp.inner_apply, Matrix.mulVec, dotProduct,
      Fin.sum_univ_four]
  · refine LinearMap.ext fun x => ?_
    ext i
    fin_cases p <;> fin_cases q <;> fin_cases i <;>
      simp [matOp, twoModes, dotProduct, Fin.sum_univ_four]
  · refine LinearMap.ext fun x => ?_
    ext i
    fin_cases p <;> fin_cases q <;> fin_cases i <;>
      simp [matOp, twoModes, Matrix.mulVec, dotProduct, Fin.sum_univ_four]
  · rw [Matrix.mem_unitaryGroup_iff]
    ext i j
    fin_cases i <;> fin_cases j <;>
      norm_num [Matrix.mul_apply, Fin.sum_univ_two, Matrix.star_apply, c3, c4, c5]
  · simp [EuclideanSpace.norm_eq, Fin.sum_univ_four]
    norm_num
  · obtain rfl : i = 1 := by
      fin_cases i
      · simp at hi
      · rfl
    ext j
    fin_cases j <;> simp [rotAnn, matOp, twoModes, dotProduct,
      Fin.sum_univ_four, Fin.sum_univ_two, c3, c4, c5]
    norm_num
  · obtain rfl := Finset.mem_singleton.mp hi
    ext j
    fin_cases j <;> simp [rotCre, matOp, twoModes, Matrix.mulVec, dotProduct,
      Fin.sum_univ_four, Fin.sum_univ_two]
    norm_num

end

end DeterminantDensityMatrices
```

```lean
#print axioms DeterminantDensityMatrices.kRDM_eq_det
#print axioms DeterminantDensityMatrices.pairCumulant_eq_zero
```

```
'DeterminantDensityMatrices.kRDM_eq_det' depends on axioms: [propext, Classical.choice, Quot.sound]
'DeterminantDensityMatrices.pairCumulant_eq_zero' depends on axioms: [propext, Classical.choice, Quot.sound]
```

## How the lemmas follow the derivation

`creation_anticomm` tests the operator identity against arbitrary vectors and moves the creators across the inner product. `occCre_eq` equates the two expressions for \(C_p\). `bra_creation` uses it twice: with all orbitals occupied, unitarity makes \(C_p\) the whole creator, and the virtual terms in that sum then vanish beside \(\Phi\).

`occCre_apply` is \(C_p\Phi=0\), `occCre_ann` is the scalar anticommutator, and `oneRDM_eq` combines them into \(\gamma=P\).

`annString_sweep` moves any operator `C` with scalar anticommutators through `k + 1` annihilators. Its induction splits off the rightmost one, `a (q 0)`: the induction hypothesis carries `C` through the others, and one more anticommutation finishes the move. The index map `j.succAbove` lists the positions with `j` left out.

In `kRDM_eq_det`, the inner statement `sweep` handles the creators. `Matrix.det_succ_column_zero` then expands the determinant along its first column, and the two sums are compared term by term. The induction hypothesis `ih` identifies each minor, while `sq`, which says \((-1)^k(-1)^k=1\), leaves the sign \((-1)^j\).

`pairCumulant_eq_zero` puts `![p₁, p₂]` and `![q₁, q₂]` into the general theorem and expands the 2 × 2 determinant. The witness is verified entry by entry with explicit matrices.
